# The trace of exp(−bH) for a finite-dimensional Hamiltonian is the sum of its Boltzmann factors

Let H be a finite complex matrix written as H = U D U†, with U unitary and D diagonal with real entries E_i. The lemma states that the trace of exp(−bH) equals the sum of exp(−bE_i) over all indices i, so a degenerate energy counts as often as it occurs. For b an inverse temperature this is the canonical partition function, though the statement allows any real b. The proof takes the exponential through the change of basis, removes U by the cyclic property of the trace, and then compares the two sums term by term.

This version doesn't compile in Lean 4 with Mathlib:

```lean
import Mathlib

open Matrix

namespace TraceExpEqSum

noncomputable section

variable {n : Type*} [Fintype n] [DecidableEq n]

/-- If a unitary `U` diagonalises `H` with real energies `E i`, the trace of `exp(-b H)` is the
sum of the Boltzmann factors `exp(-b E i)`. -/
theorem trace_exp_eq_sum (b : ℝ) {H U : Matrix n n ℂ} {E : n → ℝ} (hU : Uᴴ * U = 1)
    (hH : H = U * diagonal (fun i => (E i : ℂ)) * Uᴴ) :
    (NormedSpace.exp ((-b) • H)).trace = ((∑ i, Real.exp (-b * E i) : ℝ) : ℂ) := by
  have hU' : U * Uᴴ = 1 := mul_eq_one_comm.mp hU
  have hinv : U⁻¹ = Uᴴ := Matrix.inv_eq_right_inv hU'
  have hunit : IsUnit U := ⟨⟨U, Uᴴ, hU', hU⟩, rfl⟩
  have hd : (-b) • diagonal (fun i => (E i : ℂ))
      = diagonal (fun i => ((-b * E i : ℝ) : ℂ)) := by
    ext i j
    by_cases hij : i = j
    · subst hij; simp
    · simp [hij]
  -- the exponential passes through the change of basis, which the trace does not see
  rw [hH, ← Matrix.smul_mul, ← Matrix.mul_smul, hd, ← hinv, Matrix.exp_conj _ _ hunit,
    Matrix.trace_mul_comm, ← Matrix.mul_assoc, hinv, hU, Matrix.one_mul,
    Matrix.exp_diagonal, Matrix.trace_diagonal, Complex.ofReal_sum]
  refine Finset.sum_congr rfl fun i _ => ?_
  rw [Pi.exp_apply, ← Complex.exp_eq_exp_ℂ, Complex.ofReal_exp]

end

end TraceExpEqSum
```

Compiling this gives:

```
Main.lean:30:6: error(lean.unknownIdentifier): Unknown identifier `Pi.exp_apply`
Main.lean:15:81: error: unsolved goals
n : Type u_1
inst✝¹ : Fintype n
inst✝ : DecidableEq n
b : ℝ
H U : Matrix n n ℂ
E : n → ℝ
hU : Uᴴ * U = 1
hH : H = (U * diagonal fun i => ↑(E i)) * Uᴴ
hU' : U * Uᴴ = 1
hinv : U⁻¹ = Uᴴ
hunit : IsUnit U
hd : (-b • diagonal fun i => ↑(E i)) = diagonal fun i => ↑(-b * E i)
i : n
x✝ : i ∈ Finset.univ
⊢ NormedSpace.exp (fun i => ↑(-b * E i)) i = ↑(Real.exp (-b * E i))
```

The change, after which it compiles:

```diff
@@ -28,5 +28,9 @@
     Matrix.exp_diagonal, Matrix.trace_diagonal, Complex.ofReal_sum]
   refine Finset.sum_congr rfl fun i _ => ?_
-  rw [Pi.exp_apply, ← Complex.exp_eq_exp_ℂ, Complex.ofReal_exp]
+  -- the exponential of a function is taken value by value
+  refine (NormedSpace.map_exp (Pi.evalRingHom (fun _ : n => ℂ) i) (continuous_apply i)
+    (fun j => ((-b * E j : ℝ) : ℂ))).trans ?_
+  change NormedSpace.exp ((-b * E i : ℝ) : ℂ) = _
+  rw [← Complex.exp_eq_exp_ℂ, Complex.ofReal_exp]
 
 end
```

The first message says that Lean finds no declaration called `Pi.exp_apply`. The proof needed it for one step: the exponential of a diagonal matrix has become the exponential of a function, evaluated at `i`, and this must be turned into the exponential of the function's value at `i`. The second message is a consequence of the first and shows the goal left open at that point.

The repair derives the missing step from `NormedSpace.map_exp`, by which a continuous ring homomorphism commutes with the exponential. Here the homomorphism is evaluation at `i`, given by `Pi.evalRingHom`, and `continuous_apply i` supplies its continuity. The `change` line then writes the evaluated function as the number −bE_i, which is the same thing by definition. The two remaining rewrites are kept as they were; they pass from `NormedSpace.exp` to the complex exponential and match it with the real one on the right. The added comment has no effect on the proof.
